# For finite matrices, an absorbing potential and a mask agree to first order in the time step, with error coefficient $(i/2)(HW-WH)$ at order $t^2$

Agreement to first order in the time step is taken here as a statement about a limit: the difference between the two one-step propagators is divided by $t^2$, and the quotient must converge as $t\to0$. This bounds the error by a multiple of $t^2$ for small $t$, and the limit is its coefficient at that order, which may be zero. The absorbing potential is $-iW$, and the mask is the matching factor $e^{-Wt}$, which depends on the time step. The order of the operations matters too, and here the free step $e^{-iHt}$ acts first and the mask second.

The Hamiltonian $H$ and the absorber $W$ are complex square matrices in a finite orthonormal basis, labelled by `n`, with $\hbar=1$. Both are constant in time. The step $t$ is real and approaches zero through nonzero values of either sign, which Lean writes as `𝓝[≠] 0`. Matrices carry an operator norm, but in finite dimension the limits are the same for every norm.

```lean
import Mathlib

open Filter Topology Complex
open scoped Matrix.Norms.Operator

namespace AbsorbingPotentialMask

noncomputable section

variable {n : Type*} [Fintype n] [DecidableEq n]
```

The propagator with absorbing potential $-iW$ is $e^{-i(H-iW)t}$.

```lean
/-- The propagator `exp(-i(H - iW)t)` of a Hamiltonian `H` with absorbing potential `-iW`. -/
def absorbingPropagator (H W : Matrix n n ℂ) (t : ℝ) : Matrix n n ℂ :=
  NormedSpace.exp ((-(I * (t : ℂ))) • (H - I • W))
```

Without the absorber it is $e^{-iHt}$.

```lean
/-- The propagator `exp(-iHt)` without absorber. -/
def freePropagator (H : Matrix n n ℂ) (t : ℝ) : Matrix n n ℂ :=
  NormedSpace.exp ((-(I * (t : ℂ))) • H)
```

The mask is $e^{-Wt}$. For diagonal $W$ it multiplies each amplitude by its own factor.

```lean
/-- The mask `exp(-Wt)` of an absorber `W` for a time step `t`. -/
def mask (W : Matrix n n ℂ) (t : ℝ) : Matrix n n ℂ :=
  NormedSpace.exp ((-(t : ℂ)) • W)
```

The physical picture of absorption has $H$ Hermitian and $W$ positive semidefinite. The theorems assume neither, and they make no statement about the decay of the norm. In real-time density functional simulations, where absorbers remove outgoing density, the result describes a single step with the Kohn–Sham matrix held fixed in a finite orthonormal basis.

## (a) Separating the second-order remainder

**Task.** Write $e^{tA}$ for $t\neq0$ as its first-order part plus $t^2$ times a remainder.

**Solution.** Define
$$R_A(t)=\frac{e^{tA}-1-tA}{t^2}.$$
Multiplying by $t^2$ and rearranging gives
$$e^{tA}=1+tA+t^2R_A(t).$$
This is an exact identity. In Lean, $R_A(t)$ is `quadRem A t`.

```lean
/-- The part of `exp(tA)` beyond first order in `t`, divided by `t²`. -/
def quadRem (A : Matrix n n ℂ) (t : ℝ) : Matrix n n ℂ :=
  ((t : ℂ) ^ 2)⁻¹ • (NormedSpace.exp ((t : ℂ) • A) - 1 - (t : ℂ) • A)
```

The lemma cancels $t^2$ against its inverse, which is where $t\ne0$ is used.

```lean
lemma exp_expand (A : Matrix n n ℂ) {t : ℝ} (ht : t ≠ 0) :
    NormedSpace.exp ((t : ℂ) • A) = 1 + (t : ℂ) • A + (t : ℂ) ^ 2 • quadRem A t := by
  have hc : (t : ℂ) ≠ 0 := by exact_mod_cast ht
  rw [quadRem, smul_inv_smul₀ (pow_ne_zero 2 hc)]
  abel
```

## (b) The limit of the remainder for a general power series

**Task.** Let $f$ map a complex normed algebra to itself, with a power series at zero that begins $1+y+y^2/2$. Show that $(f(tA)-1-tA)/t^2\to A^2/2$.

**Solution.** Near $y=0$ the terms left out are of third order, so there is a constant $C$ with
$$\left\|f(y)-1-y-\tfrac12y^2\right\|\le C\|y\|^3.$$
Put $y=tA$, which tends to zero with $t$, and divide by $t^2$:
$$\left\|\frac{f(tA)-1-tA}{t^2}-\frac{A^2}{2}\right\|\le C\|A\|^3|t|\to0.$$

The Lean proof first needs the real step, read as a complex number, to tend to zero.

```lean
lemma tendsto_time : Tendsto (fun t : ℝ => (t : ℂ)) (𝓝[≠] 0) (𝓝 0) := by
  have h := Complex.continuous_ofReal.tendsto 0
  rw [Complex.ofReal_zero] at h
  exact h.mono_left nhdsWithin_le_nhds
```

The proof turns on Mathlib's `isBigO_sub_partialSum_pow`. For a function with a power series, it bounds the difference from a partial sum by a power of the norm of the argument. The number `3` counts terms, so `partialSum 3` contains degrees zero, one and two, and the bound is cubic. The algebra need not be commutative, so the result applies directly to matrices, without working entry by entry. From this bound, `.bound` extracts the constant `C` and an inequality valid near zero, and `h0.eventually` transfers that inequality to the line $y=tA$. The squeeze lemma `squeeze_zero'` then finishes the argument as above.

```lean
/-- If the power series of `f` begins with `1 + y + y²/2`, then the part of `f(tA)` beyond
first order in `t`, divided by `t²`, tends to `A²/2`. -/
lemma taylor_quotient {E : Type*} [NormedRing E] [NormedAlgebra ℂ E] {f : E → E}
    {p : FormalMultilinearSeries ℂ E E} (hs : HasFPowerSeriesAt f p 0)
    (hp : ∀ y : E, p.partialSum 3 y = 1 + y + (1 / 2 : ℂ) • y ^ 2) (A : E) :
    Tendsto (fun t : ℝ => ((t : ℂ) ^ 2)⁻¹ • (f ((t : ℂ) • A) - 1 - (t : ℂ) • A))
      (𝓝[≠] 0) (𝓝 ((1 / 2 : ℂ) • A ^ 2)) := by
  have h0 : Tendsto (fun t : ℝ => (t : ℂ) • A) (𝓝[≠] 0) (𝓝 0) := by
    have h := (tendsto_time).smul_const A
    rwa [zero_smul] at h
  -- Taylor's remainder is of third order in the step
  obtain ⟨C, hC⟩ := (hs.isBigO_sub_partialSum_pow 3).bound
  have hb := h0.eventually hC
  have hlin : Tendsto (fun t : ℝ => C * ‖A‖ ^ 3 * |t|) (𝓝[≠] 0) (𝓝 0) := by
    have hc : Continuous (fun t : ℝ => C * ‖A‖ ^ 3 * |t|) := continuous_const.mul continuous_abs
    have h := hc.tendsto 0
    rw [abs_zero, mul_zero] at h
    exact h.mono_left nhdsWithin_le_nhds
  rw [tendsto_iff_norm_sub_tendsto_zero]
  refine squeeze_zero' (Eventually.of_forall fun _ => norm_nonneg _) ?_ hlin
  filter_upwards [hb, self_mem_nhdsWithin] with t ht hne
  have hne' : t ≠ 0 := hne
  have hc : (t : ℂ) ≠ 0 := by exact_mod_cast hne'
  rw [zero_add, hp] at ht
  have e : ((t : ℂ) ^ 2)⁻¹ • (f ((t : ℂ) • A) - 1 - (t : ℂ) • A) - (1 / 2 : ℂ) • A ^ 2
      = ((t : ℂ) ^ 2)⁻¹ • (f ((t : ℂ) • A)
        - (1 + (t : ℂ) • A + (1 / 2 : ℂ) • ((t : ℂ) • A) ^ 2)) := by
    have h2 : (1 / 2 : ℂ) • ((t : ℂ) • A) ^ 2 = (t : ℂ) ^ 2 • ((1 / 2 : ℂ) • A ^ 2) := by
      rw [smul_pow, smul_comm]
    rw [h2, ← sub_sub, ← sub_sub, smul_sub _ _ ((t : ℂ) ^ 2 • _),
      inv_smul_smul₀ (pow_ne_zero 2 hc)]
  have hn : ‖‖(t : ℂ) • A‖ ^ 3‖ = |t| ^ 3 * ‖A‖ ^ 3 := by
    rw [Real.norm_of_nonneg (by positivity), norm_smul, Complex.norm_real,
      Real.norm_eq_abs, mul_pow]
  rw [hn] at ht
  change ‖((t : ℂ) ^ 2)⁻¹ • (f ((t : ℂ) • A) - 1 - (t : ℂ) • A) - (1 / 2 : ℂ) • A ^ 2‖
    ≤ C * ‖A‖ ^ 3 * |t|
  rw [e, norm_smul, norm_inv, norm_pow, Complex.norm_real, Real.norm_eq_abs]
  refine (mul_le_mul_of_nonneg_left ht (by positivity)).trans (le_of_eq ?_)
  have ha : |t| ≠ 0 := abs_ne_zero.mpr hne'
  field_simp
```

## (c) The second-order term of the matrix exponential

**Task.** Show that $R_A(t)\to A^2/2$.

**Solution.** The exponential series is
$$e^y=1+y+\frac{y^2}{2!}+\cdots,$$
so its first three terms are those required in (b), and the limit follows.

In the code, `hs` supplies the power series of the exponential and `hp` evaluates its first three terms.

```lean
/-- The second-order coefficient of the short-time expansion of `exp(tA)` is `A²/2`. -/
theorem tendsto_quadRem (A : Matrix n n ℂ) :
    Tendsto (quadRem A) (𝓝[≠] 0) (𝓝 ((1 / 2 : ℂ) • A ^ 2)) := by
  have hs : HasFPowerSeriesAt (NormedSpace.exp : Matrix n n ℂ → Matrix n n ℂ)
      (NormedSpace.expSeries ℂ (Matrix n n ℂ)) 0 := NormedSpace.exp_hasFPowerSeriesAt_zero
  have hp : ∀ y : Matrix n n ℂ, (NormedSpace.expSeries ℂ (Matrix n n ℂ)).partialSum 3 y
      = 1 + y + (1 / 2 : ℂ) • y ^ 2 := by
    intro y
    simp only [FormalMultilinearSeries.partialSum, Finset.sum_range_succ,
      Finset.sum_range_zero, NormedSpace.expSeries_apply_eq]
    norm_num [Nat.factorial]
  have h := taylor_quotient (E := Matrix n n ℂ) hs hp A
  exact h
```

## (d) The error of splitting two generators

**Task.** Find the leading difference between $e^{t(A+B)}$ and $e^{tB}e^{tA}$.

**Solution.** By (a), the product is
$$\begin{aligned}e^{tB}e^{tA}={}&1+t(A+B)+t^2(R_A+R_B+BA)\\&+t^3(BR_A+R_BA)+t^4R_BR_A,\end{aligned}$$
with all remainders taken at $t$. Subtract this from $e^{t(A+B)}=1+t(A+B)+t^2R_{A+B}$. Orders zero and one cancel, and division by $t^2$ leaves
$$R_{A+B}-R_A-R_B-BA-t(BR_A+R_BA)-t^2R_BR_A.$$
The remainders converge by (c), so the last two terms vanish in the limit. What is left is
$$\tfrac12(A+B)^2-\tfrac12A^2-\tfrac12B^2-BA=\tfrac12(AB-BA).$$

In Lean, `lim` assembles the limit of this expression and `hval` simplifies its value. The last lines show that the expression equals the original quotient for $t\ne0$. The tactic `module` closes the linear identities once the products are expanded, with $AB$ and $BA$ kept distinct.

```lean
/-- Splitting `exp(t(A+B))` into `exp(tB) exp(tA)` costs, at order `t²`, half the commutator
of `A` and `B`. -/
theorem splitting_error (A B : Matrix n n ℂ) :
    Tendsto (fun t : ℝ => ((t : ℂ) ^ 2)⁻¹ • (NormedSpace.exp ((t : ℂ) • (A + B))
      - NormedSpace.exp ((t : ℂ) • B) * NormedSpace.exp ((t : ℂ) • A)))
      (𝓝[≠] 0) (𝓝 ((1 / 2 : ℂ) • (A * B - B * A))) := by
  have hA := tendsto_quadRem A
  have hB := tendsto_quadRem B
  have lim := ((((tendsto_quadRem (A + B)).sub hA).sub hB).sub
    (tendsto_const_nhds (x := B * A))).sub
    (tendsto_time.smul ((hA.const_mul B).add (hB.mul_const A))) |>.sub
    ((tendsto_time.pow 2).smul (hB.mul hA))
  have hval : (1 / 2 : ℂ) • (A + B) ^ 2 - (1 / 2 : ℂ) • A ^ 2 - (1 / 2 : ℂ) • B ^ 2 - B * A
      - (0 : ℂ) • (B * ((1 / 2 : ℂ) • A ^ 2) + (1 / 2 : ℂ) • B ^ 2 * A)
      - (0 : ℂ) ^ 2 • ((1 / 2 : ℂ) • B ^ 2 * ((1 / 2 : ℂ) • A ^ 2))
      = (1 / 2 : ℂ) • (A * B - B * A) := by
    rw [zero_pow two_ne_zero, zero_smul, zero_smul, sub_zero, sub_zero]
    simp only [pow_two, mul_add, add_mul]
    module
  rw [← hval]
  refine Tendsto.congr' ?_ lim
  filter_upwards [self_mem_nhdsWithin] with t hne
  have hne' : t ≠ 0 := hne
  have hc : (t : ℂ) ≠ 0 := by exact_mod_cast hne'
  -- orders zero and one cancel in the difference
  rw [eq_inv_smul_iff₀ (pow_ne_zero 2 hc), exp_expand (A + B) hne', exp_expand A hne',
    exp_expand B hne']
  simp only [mul_add, add_mul, smul_mul_assoc, mul_smul_comm, one_mul, mul_one]
  module
```

## (e) The propagators as exponentials of $t$ times a generator

**Task.** Bring the three exponentials into the form used in (d).

**Solution.** Since $(-i)(-i)=-1$,
$$-i(H-iW)t=t(-iH-W).$$
The full generator is therefore the sum of $-iH$ and $-W$.

```lean
lemma absorbing_eq (H W : Matrix n n ℂ) (t : ℝ) :
    absorbingPropagator H W t = NormedSpace.exp ((t : ℂ) • ((-I) • H + -W)) := by
  have h : -(I * (t : ℂ)) * I = t := by linear_combination (-(t : ℂ)) * I_mul_I
  rw [absorbingPropagator, smul_sub, smul_smul, h]
  congr 1
  module
```

The free exponent is $t(-iH)$.

```lean
lemma free_eq (H : Matrix n n ℂ) (t : ℝ) :
    freePropagator H t = NormedSpace.exp ((t : ℂ) • ((-I) • H)) := by
  rw [freePropagator]
  congr 1
  module
```

The mask exponent is $t(-W)$.

```lean
lemma mask_eq (W : Matrix n n ℂ) (t : ℝ) :
    mask W t = NormedSpace.exp ((t : ℂ) • (-W)) := by
  rw [mask]
  congr 1
  module
```

## (f) The error of the mask step

**Task.** Find the limit of
$$\frac{e^{-i(H-iW)t}-e^{-Wt}e^{-iHt}}{t^2}.$$

**Solution.** Set $A=-iH$ and $B=-W$ in (d). The two minus signs cancel:
$$\tfrac12\big[(-iH)(-W)-(-W)(-iH)\big]=\tfrac i2(HW-WH).$$

The theorem `mask_error` states this for every pair $H,W$. Its proof makes the same substitution, with `hv` for the commutator and the three lemmas of (e) for the exponentials.

```lean
/-- The absorbing propagator and the free step followed by the mask differ by
`(i/2)(HW - WH) t²` to leading order in the time step `t`. -/
theorem mask_error (H W : Matrix n n ℂ) :
    Tendsto (fun t : ℝ => ((t : ℂ) ^ 2)⁻¹ •
      (absorbingPropagator H W t - mask W t * freePropagator H t))
      (𝓝[≠] 0) (𝓝 ((I / 2) • (H * W - W * H))) := by
  have h := splitting_error ((-I) • H) (-W)
  have hv : (1 / 2 : ℂ) • (((-I) • H) * (-W) - (-W) * ((-I) • H))
      = (I / 2) • (H * W - W * H) := by
    simp only [smul_mul_assoc, mul_smul_comm, mul_neg, neg_mul]
    module
  rw [hv] at h
  simpa only [absorbing_eq, free_eq, mask_eq] using h
```

## (g) When the mask is exact

**Task.** Show that the mask step equals the absorbing propagator for every real $t$ if and only if $HW=WH$.

**Solution.** If the two are always equal, the quotient in (f) is identically zero. Limits are unique, so $(i/2)(HW-WH)=0$, and hence $H$ and $W$ commute. Conversely, if they commute, so do $-Wt$ and $-iHt$, and the exponential of their sum is the product of their exponentials.

The Lean proof has the same two halves: `tendsto_nhds_unique` compares the limits in the first, and `Matrix.exp_add_of_commute` joins the exponentials in the second.

```lean
/-- The mask step reproduces the absorbing propagator exactly for every time step if and only
if `H` and `W` commute. -/
theorem mask_exact_iff (H W : Matrix n n ℂ) :
    (∀ t : ℝ, absorbingPropagator H W t = mask W t * freePropagator H t) ↔
      H * W = W * H := by
  constructor
  · intro h
    have hl := mask_error H W
    simp only [h, sub_self, smul_zero] at hl
    have h0 := tendsto_nhds_unique hl tendsto_const_nhds
    have hI : I / 2 ≠ 0 := div_ne_zero I_ne_zero two_ne_zero
    exact sub_eq_zero.mp ((smul_eq_zero.mp h0).resolve_left hI)
  · intro h t
    have hWH : Commute W H := h.symm
    have hc : Commute ((t : ℂ) • (-W)) ((t : ℂ) • ((-I) • H)) :=
      ((hWH.neg_left.smul_right (-I)).smul_right (t : ℂ)).smul_left (t : ℂ)
    rw [absorbing_eq, mask_eq, free_eq, ← Matrix.exp_add_of_commute _ _ hc]
    congr 1
    module
```

## (h) Half a mask on each side

**Task.** Show that the error of $e^{-Wt/2}e^{-iHt}e^{-Wt/2}$, divided by $t^2$, tends to zero.

**Solution.** Let $A=-iH$ and $b=-W/2$, so that the full generator is $A+2b$. Add and subtract $e^{tb}e^{t(A+b)}$:
$$\begin{aligned}e^{t(A+2b)}-e^{tb}e^{tA}e^{tb}={}&\big[e^{t(A+b+b)}-e^{tb}e^{t(A+b)}\big]\\&+e^{tb}\big[e^{t(b+A)}-e^{tA}e^{tb}\big].\end{aligned}$$
After division by $t^2$, part (d) gives $\frac12(Ab-bA)$ for the first bracket and $\frac12(bA-Ab)$ for the second. The prefactor $e^{tb}$ tends to $1$, so the two contributions cancel.

In the code, `h1` is the limit of the prefactor, `lim` adds the two splitting errors and `hv` shows that they cancel. The theorem shows that the error vanishes faster than $t^2$ and does not give its next coefficient.

```lean
/-- With half of the mask applied before and half after the free step, the error divided by
`t²` tends to zero. -/
theorem symmetric_mask_error (H W : Matrix n n ℂ) :
    Tendsto (fun t : ℝ => ((t : ℂ) ^ 2)⁻¹ • (absorbingPropagator H W t
      - mask W (t / 2) * freePropagator H t * mask W (t / 2))) (𝓝[≠] 0) (𝓝 0) := by
  obtain ⟨A, hA⟩ : ∃ A, A = (-I) • H := ⟨_, rfl⟩
  obtain ⟨b, hb⟩ : ∃ b, b = (-(1 / 2) : ℂ) • W := ⟨_, rfl⟩
  have hm : ∀ t : ℝ, mask W (t / 2) = NormedSpace.exp ((t : ℂ) • b) := by
    intro t
    rw [mask, hb]
    congr 1
    push_cast
    module
  have hP : ∀ t : ℝ, absorbingPropagator H W t = NormedSpace.exp ((t : ℂ) • (A + b + b)) := by
    intro t
    rw [absorbing_eq, hA, hb]
    congr 1
    module
  have h1 : Tendsto (fun t : ℝ => NormedSpace.exp ((t : ℂ) • b)) (𝓝[≠] 0) (𝓝 1) := by
    have h := ((tendsto_const_nhds (x := (1 : Matrix n n ℂ))).add
      (tendsto_time.smul_const b)).add ((tendsto_time.pow 2).smul (tendsto_quadRem b))
    rw [zero_pow two_ne_zero, zero_smul, zero_smul, add_zero, add_zero] at h
    refine Tendsto.congr' ?_ h
    filter_upwards [self_mem_nhdsWithin] with t hne
    exact (exp_expand b hne).symm
  -- split off one half mask on each side; the two commutators cancel
  have lim := (splitting_error (A + b) b).add (h1.mul (splitting_error b A))
  have hv : (1 / 2 : ℂ) • ((A + b) * b - b * (A + b))
      + 1 * ((1 / 2 : ℂ) • (b * A - A * b)) = 0 := by
    simp only [mul_add, add_mul, one_mul]
    module
  rw [hv] at lim
  refine lim.congr fun t => ?_
  rw [hP, hm, free_eq, ← hA, add_comm b A, mul_smul_comm, ← smul_add, mul_sub, mul_assoc]
  congr 1
  abel
```

## (i) A local absorber

**Task.** Let $W$ be diagonal with real strengths $w_j$. Find the error coefficient between sites $j$ and $k$.

**Solution.** Multiplication by a diagonal matrix from the right scales columns, and from the left it scales rows:
$$(HW)_{jk}=H_{jk}w_k,\qquad (WH)_{jk}=w_jH_{jk}.$$
The coefficient from (f) is therefore
$$\tfrac i2H_{jk}(w_k-w_j).$$
At this order, the error appears only between sites that $H$ couples and at which the absorber strengths differ. The diagonal entries have coefficient zero.

In Lean, `hv` computes the matrix entry. Reading off an entry is a continuous map, so the limit of the matrix in `mask_error` passes to the entry $(j,k)$.

```lean
/-- For an absorber diagonal in the chosen basis, with strengths `w`, the leading error of the
mask step between sites `j` and `k` is `(i/2) H_jk (w_k - w_j) t²`. -/
theorem local_absorber_error (H : Matrix n n ℂ) (w : n → ℝ) (j k : n) :
    Tendsto (fun t : ℝ => (((t : ℂ) ^ 2)⁻¹ •
      (absorbingPropagator H (Matrix.diagonal fun i => (w i : ℂ)) t
        - mask (Matrix.diagonal fun i => (w i : ℂ)) t * freePropagator H t)) j k)
      (𝓝[≠] 0) (𝓝 (I / 2 * (H j k * ((w k : ℂ) - w j)))) := by
  have hv : ((I / 2) • (H * (Matrix.diagonal fun i => (w i : ℂ))
      - (Matrix.diagonal fun i => (w i : ℂ)) * H)) j k
      = I / 2 * (H j k * ((w k : ℂ) - w j)) := by
    simp only [Matrix.smul_apply, Matrix.sub_apply, Matrix.mul_diagonal,
      Matrix.diagonal_mul, smul_eq_mul]
    ring
  rw [← hv]
  have hc : Continuous (fun M : Matrix n n ℂ => M j k) := continuous_id.matrix_elem j k
  exact (hc.tendsto _).comp (mask_error H (Matrix.diagonal fun i => (w i : ℂ)))

end

end AbsorbingPotentialMask
```

```lean
#print axioms AbsorbingPotentialMask.mask_error
#print axioms AbsorbingPotentialMask.mask_exact_iff
#print axioms AbsorbingPotentialMask.symmetric_mask_error
#print axioms AbsorbingPotentialMask.local_absorber_error
```

```
'AbsorbingPotentialMask.mask_error' depends on axioms: [propext, Classical.choice, Quot.sound]
'AbsorbingPotentialMask.mask_exact_iff' depends on axioms: [propext, Classical.choice, Quot.sound]
'AbsorbingPotentialMask.symmetric_mask_error' depends on axioms: [propext, Classical.choice, Quot.sound]
'AbsorbingPotentialMask.local_absorber_error' depends on axioms: [propext, Classical.choice, Quot.sound]
```
